# Thermal smearing can push a gapped two-level model past the Stoner criterion

Give each spin two levels, +a and −a with a > 0, filled by the Fermi function at chemical potential 0 and temperature T > 0, measured in energy units. The thermal density of states per spin,

D(T) = 1 / (2T cosh²(a/2T)),

vanishes as T → 0⁺ and as T → ∞. Its single maximum lies at T = a/(2x), where x > 0 solves 2x tanh x = 1. For a Stoner parameter J = 3a, the product J D(T) is below one for all T ≤ a/6 but above one at T = a/2. Yet whenever J D(T) > 1 in this model, the fully polarized state already has lower zero-temperature mean-field energy than the nonmagnetic one.

For electronic-structure calculations with Fermi smearing, this mean-field model with two levels per spin shows that the smearing width alone can decide whether the nonmagnetic solution passes the linear Stoner test.

In Lean 4 with Mathlib:

```lean
import Mathlib

open Set Filter Topology

namespace SmearingStoner

noncomputable section
```

## Levels, exchange field and energy

The occupation of a level at energy e is

f(e) = 1 / (exp(e/T) + 1).

```lean
/-- Fermi occupation of a level at energy `e`, measured from the chemical potential, at
smearing temperature `T ≠ 0`. -/
def fermi (T e : ℝ) : ℝ := 1 / (Real.exp (e / T) + 1)
```

An exchange field h lowers both levels of one spin, whose filling becomes

n(h) = f(a − h) + f(−a − h).

```lean
/-- Number of electrons in one spin channel with levels `a` and `-a`, both lowered by the
exchange field `h`, at temperature `T ≠ 0`. -/
def filling (a T h : ℝ) : ℝ := fermi T (a - h) + fermi T (-a - h)
```

The density of states is defined by its closed formula; its meaning as a response is proved below.

```lean
/-- Thermal density of states per spin at the chemical potential, for `T ≠ 0`. -/
def thermalDOS (a T : ℝ) : ℝ := 1 / (2 * T * Real.cosh (a / (2 * T)) ^ 2)
```

The constant J stands for the exchange interaction, treated in mean field and independent of T. A moment m = n↑ − n↓ contributes −Jm²/4 to the energy, so the two spins feel fields ±Jm/2. In `stonerEnergy` the four occupations are free real arguments.

```lean
/-- Zero-temperature mean-field energy with Stoner parameter `J`; `u₁, u₂` are the spin-up
occupations of the lower and upper level, `d₁, d₂` the spin-down ones. -/
def stonerEnergy (a J u₁ u₂ d₁ d₂ : ℝ) : ℝ :=
  a * (u₂ + d₂ - u₁ - d₁) - J / 4 * (u₁ + u₂ - d₁ - d₂) ^ 2
```

## The density of states as a response

Put u = exp(e/2T) and c = cosh(e/2T). Then u² + 1 = 2uc, and

f′(e) = −(u²/T) / (u² + 1)² = −1 / (4Tc²).

`HasDerivAt` states both that the derivative exists and what it is. The proof applies the quotient rule and then this substitution.

```lean
/-- At `T > 0` the slope of the Fermi function is minus the thermal broadening function
`1 / (4 T cosh² (e / 2T))`. -/
theorem fermi_hasDerivAt {T : ℝ} (hT : 0 < T) (e : ℝ) :
    HasDerivAt (fermi T) (-(1 / (4 * T * Real.cosh (e / (2 * T)) ^ 2))) e := by
  have h1 : HasDerivAt (fun y : ℝ => Real.exp (y / T) + 1) (Real.exp (e / T) * (1 / T)) e :=
    (((hasDerivAt_id' e).div_const T).exp).add_const 1
  have hne : Real.exp (e / T) + 1 ≠ 0 := by positivity
  have h2 := (hasDerivAt_const e (1 : ℝ)).fun_div h1 hne
  -- express everything through exp (e / 2T) and cosh (e / 2T)
  have hu : Real.exp (e / T) = Real.exp (e / (2 * T)) ^ 2 := by
    rw [sq, ← Real.exp_add]
    congr 1
    ring
  have hm : Real.exp (e / (2 * T)) * Real.exp (-(e / (2 * T))) = 1 := by
    rw [← Real.exp_add, add_neg_cancel, Real.exp_zero]
  have hrel : Real.exp (e / (2 * T)) ^ 2 + 1
      = 2 * Real.exp (e / (2 * T)) * Real.cosh (e / (2 * T)) := by
    rw [Real.cosh_eq]
    linear_combination -hm
  have key : (0 * (Real.exp (e / T) + 1) - 1 * (Real.exp (e / T) * (1 / T)))
      / (Real.exp (e / T) + 1) ^ 2 = -(1 / (4 * T * Real.cosh (e / (2 * T)) ^ 2)) := by
    rw [hu, hrel]
    have hp := Real.exp_pos (e / (2 * T))
    have hc := Real.cosh_pos (e / (2 * T))
    generalize Real.exp (e / (2 * T)) = u at hp ⊢
    generalize Real.cosh (e / (2 * T)) = c at hc ⊢
    field_simp
    ring
  exact h2.congr_deriv key
```

Since f(e) + f(−e) = 1, opposite fields preserve the electron number:

n(h) + n(−h) = 2.

```lean
/-- Opposite exchange fields on the two spins leave the total number of electrons at two. -/
theorem filling_add_neg (a T h : ℝ) : filling a T h + filling a T (-h) = 2 := by
  -- particle-hole symmetry of the Fermi function
  have hf : ∀ e, fermi T e + fermi T (-e) = 1 := by
    intro e
    unfold fermi
    rw [neg_div, Real.exp_neg]
    have hp := Real.exp_pos (e / T)
    generalize Real.exp (e / T) = u at hp ⊢
    field_simp
    ring
  have h1 := hf (a - h)
  have h2 := hf (a + h)
  unfold filling
  rw [show a - -h = a + h by ring, show -a - -h = -(a - h) by ring,
    show -a - h = -(a + h) by ring]
  linarith
```

The chain rule, with cosh even, gives

n′(0) = −f′(a) − f′(−a) = D(T).

```lean
/-- At `T > 0` the linear response of one spin channel to the exchange field is the thermal
density of states. -/
theorem filling_hasDerivAt (a : ℝ) {T : ℝ} (hT : 0 < T) :
    HasDerivAt (filling a T) (thermalDOS a T) 0 := by
  have h1 := (fermi_hasDerivAt hT (a - 0)).comp_const_sub a 0
  have h2 := (fermi_hasDerivAt hT (-a - 0)).comp_const_sub (-a) 0
  refine (h1.fun_add h2).congr_deriv ?_
  simp only [sub_zero, neg_div, Real.cosh_neg, thermalDOS, neg_neg]
  ring
```

## Vanishing at both ends

With x = a/(2T) > 0, sinh x > x gives cosh² x = 1 + sinh² x > 1 + x². Hence

D(T) < 1 / (2T(1 + x²)) = 2T / (4T² + a²).

```lean
/-- For `a, T > 0` the thermal density of states lies strictly below `2T / (4T² + a²)`. -/
theorem thermalDOS_lt {a T : ℝ} (ha : 0 < a) (hT : 0 < T) :
    thermalDOS a T < 2 * T / (4 * T ^ 2 + a ^ 2) := by
  unfold thermalDOS
  obtain ⟨x, hx⟩ : ∃ x, x = a / (2 * T) := ⟨_, rfl⟩
  have hx0 : 0 < x := by rw [hx]; positivity
  have hxa : 2 * T * x = a := by rw [hx]; field_simp
  rw [← hx]
  have hc := Real.cosh_pos x
  -- cosh² x = 1 + sinh² x > 1 + x²
  have h : 1 + x ^ 2 < Real.cosh x ^ 2 := by
    have hs := Real.self_lt_sinh_iff.2 hx0
    rw [Real.cosh_sq]
    nlinarith
  rw [div_lt_div_iff₀ (by positivity) (by positivity)]
  have h2 := mul_lt_mul_of_pos_left h (show 0 < 4 * T ^ 2 by positivity)
  have h3 : (2 * T * x) ^ 2 = a ^ 2 := by rw [hxa]
  nlinarith [h2, h3]
```

The bound tends to 0 as T → 0⁺ and is at most 1/T. Since D ≥ 0, squeezing gives both limits; `𝓝[>] 0` denotes approach from positive temperatures.

```lean
/-- For `a > 0` the thermal density of states vanishes both for `T → 0⁺` and `T → ∞`. -/
theorem thermalDOS_tendsto {a : ℝ} (ha : 0 < a) :
    Tendsto (thermalDOS a) (𝓝[>] 0) (𝓝 0) ∧ Tendsto (thermalDOS a) atTop (𝓝 0) := by
  have h0 : ∀ T : ℝ, 0 < T → 0 ≤ thermalDOS a T := by
    intro T hT
    unfold thermalDOS
    positivity
  constructor
  · have hc : ContinuousAt (fun T : ℝ => 2 * T / (4 * T ^ 2 + a ^ 2)) 0 :=
      ContinuousAt.div (by fun_prop) (by fun_prop) (by simp [ha.ne'])
    have hl : Tendsto (fun T : ℝ => 2 * T / (4 * T ^ 2 + a ^ 2)) (𝓝 0) (𝓝 0) := by
      simpa [ContinuousAt] using hc
    refine squeeze_zero' ?_ ?_ (hl.mono_left nhdsWithin_le_nhds)
    · filter_upwards [self_mem_nhdsWithin] with T hT using h0 T hT
    · filter_upwards [self_mem_nhdsWithin] with T hT using (thermalDOS_lt ha hT).le
  · refine squeeze_zero' ?_ ?_ tendsto_inv_atTop_zero
    · filter_upwards [eventually_gt_atTop 0] with T hT using h0 T hT
    · filter_upwards [eventually_gt_atTop 0] with T hT
      refine (thermalDOS_lt ha hT).le.trans ?_
      rw [inv_eq_one_div, div_le_div_iff₀ (by positivity) hT]
      nlinarith [sq_nonneg a, sq_nonneg T]
```

## One maximum

For 0 ≤ x < y,

tanh y − tanh x = sinh(y − x) / (cosh x cosh y) > 0,

2y tanh y − 2x tanh x = 2y(tanh y − tanh x) + 2(y − x) tanh x > 0.

```lean
/-- The function `2x tanh x` is strictly increasing for `x ≥ 0`. -/
theorem two_mul_tanh_lt {x y : ℝ} (hx : 0 ≤ x) (hxy : x < y) :
    2 * x * Real.tanh x < 2 * y * Real.tanh y := by
  have ht : Real.tanh x < Real.tanh y := by
    rw [Real.tanh_eq_sinh_div_cosh, Real.tanh_eq_sinh_div_cosh,
      div_lt_div_iff₀ (Real.cosh_pos x) (Real.cosh_pos y)]
    have h := Real.sinh_pos_iff.2 (sub_pos.2 hxy)
    rw [Real.sinh_sub] at h
    linarith
  have h0 : 0 ≤ Real.tanh x := by
    rw [Real.tanh_eq_sinh_div_cosh]
    exact div_nonneg (Real.sinh_nonneg_iff.2 hx) (Real.cosh_pos x).le
  nlinarith [mul_pos (lt_of_le_of_lt hx hxy) (sub_pos.2 ht),
    mul_nonneg (sub_pos.2 hxy).le h0]
```

Let g(z) = z/cosh² z, so that D(T) = g(a/2T)/a. Its derivative is

g′(z) = (cosh z − 2z sinh z)/cosh³ z = (1 − 2z tanh z)/cosh² z.

The function 2y sinh y − cosh y is −1 at y = 0 and positive at y = 1, so the intermediate value theorem supplies a root x. Monotonicity makes it unique and fixes the sign of g′ on either side (`hup`, `hdown`). Because a/(2T) decreases with T, the two branches swap: D rises strictly on `Ioc 0 (a / (2 * x))` and falls strictly on `Ici (a / (2 * x))`. The same x serves every a > 0.

```lean
/-- The equation `2x tanh x = 1` has exactly one positive root `x`, and for every `a > 0` the
thermal density of states, as a function of `T > 0`, rises strictly up to `T = a / (2x)` and falls
strictly from there. -/
theorem thermalDOS_single_maximum :
    ∃ x : ℝ, 0 < x ∧ 2 * x * Real.tanh x = 1 ∧
      (∀ y : ℝ, 0 < y → 2 * y * Real.tanh y = 1 → y = x) ∧
      ∀ a : ℝ, 0 < a → StrictMonoOn (thermalDOS a) (Ioc 0 (a / (2 * x))) ∧
        StrictAntiOn (thermalDOS a) (Ici (a / (2 * x))) := by
  have htc : ∀ y : ℝ, Real.tanh y * Real.cosh y = Real.sinh y := fun y => by
    rw [Real.tanh_eq_sinh_div_cosh, div_mul_cancel₀ _ (Real.cosh_pos y).ne']
  -- a root exists between 0 and 1
  have h1 : Real.cosh 1 < 2 * Real.sinh 1 := by
    have he := Real.add_one_le_exp (1 : ℝ)
    have hm : Real.exp 1 * Real.exp (-1) = 1 := by
      rw [← Real.exp_add, add_neg_cancel, Real.exp_zero]
    have hp := Real.exp_pos (-1)
    rw [Real.cosh_eq, Real.sinh_eq]
    nlinarith
  have hcont : Continuous (fun y : ℝ => 2 * y * Real.sinh y - Real.cosh y) :=
    ((continuous_const.mul continuous_id).mul Real.continuous_sinh).sub Real.continuous_cosh
  obtain ⟨x, hxI, hx⟩ := intermediate_value_Icc (zero_le_one' ℝ) hcont.continuousOn
    (show (0 : ℝ) ∈ Icc _ _ from ⟨by simp, by linarith⟩)
  have hx' : 2 * x * Real.sinh x - Real.cosh x = 0 := hx
  have hx0 : 0 < x := by
    rcases hxI.1.eq_or_lt with h | h
    · rw [← h] at hx'
      simp at hx'
    · exact h
  have hroot : 2 * x * Real.tanh x = 1 := by
    apply mul_right_cancel₀ (Real.cosh_pos x).ne'
    linear_combination 2 * x * htc x + hx'
  -- derivative of the profile x / cosh² x
  have hd : ∀ y : ℝ, HasDerivAt (fun z : ℝ => z / Real.cosh z ^ 2)
      ((Real.cosh y - 2 * y * Real.sinh y) / Real.cosh y ^ 3) y := by
    intro y
    have hc := (Real.cosh_pos y).ne'
    have hs : HasDerivAt (fun z : ℝ => Real.cosh z ^ 2) (2 * Real.cosh y * Real.sinh y) y := by
      simpa using (Real.hasDerivAt_cosh y).fun_pow 2
    have key : (1 * Real.cosh y ^ 2 - y * (2 * Real.cosh y * Real.sinh y))
        / (Real.cosh y ^ 2) ^ 2 = (Real.cosh y - 2 * y * Real.sinh y) / Real.cosh y ^ 3 := by
      rw [div_eq_div_iff (pow_ne_zero 2 (pow_ne_zero 2 hc)) (pow_ne_zero 3 hc)]
      ring
    exact ((hasDerivAt_id' y).fun_div hs (pow_ne_zero 2 hc)).congr_deriv key
  have hup : StrictMonoOn (fun z : ℝ => z / Real.cosh z ^ 2) (Icc 0 x) := by
    refine strictMonoOn_of_deriv_pos (convex_Icc 0 x)
      (fun y _ => (hd y).continuousAt.continuousWithinAt) (fun y hy => ?_)
    rw [interior_Icc] at hy
    rw [(hd y).deriv]
    have hc := Real.cosh_pos y
    have h := two_mul_tanh_lt hy.1.le hy.2
    rw [hroot] at h
    refine div_pos ?_ (pow_pos hc 3)
    rw [← htc y]
    nlinarith [mul_pos hc (sub_pos.2 h)]
  have hdown : StrictAntiOn (fun z : ℝ => z / Real.cosh z ^ 2) (Ici x) := by
    refine strictAntiOn_of_deriv_neg (convex_Ici x)
      (fun y _ => (hd y).continuousAt.continuousWithinAt) (fun y hy => ?_)
    rw [interior_Ici] at hy
    rw [(hd y).deriv]
    have hc := Real.cosh_pos y
    have h := two_mul_tanh_lt hx0.le hy
    rw [hroot] at h
    refine div_neg_of_neg_of_pos ?_ (pow_pos hc 3)
    rw [← htc y]
    nlinarith [mul_pos hc (sub_pos.2 h)]
  refine ⟨x, hx0, hroot, fun y hy hyr => ?_, fun a ha => ?_⟩
  · rcases lt_trichotomy y x with h | h | h
    · linarith [two_mul_tanh_lt hy.le h]
    · exact h
    · linarith [two_mul_tanh_lt hx0.le h]
  -- return from x = a / (2T) to the temperature
  have hD : ∀ T : ℝ, 0 < T →
      thermalDOS a T = (a / (2 * T)) / Real.cosh (a / (2 * T)) ^ 2 / a := by
    intro T hT
    unfold thermalDOS
    have hc := Real.cosh_pos (a / (2 * T))
    generalize Real.cosh (a / (2 * T)) = c at hc ⊢
    field_simp
  have hlt : ∀ S T : ℝ, 0 < S → S < T → a / (2 * T) < a / (2 * S) := by
    intro S T hS hST
    exact div_lt_div_of_pos_left ha (by linarith) (by linarith)
  constructor
  · intro S hS T hT hST
    have hxT : x ≤ a / (2 * T) := by
      have h := (le_div_iff₀ (by positivity)).1 hT.2
      rw [le_div_iff₀ (by linarith [hT.1])]
      linarith
    have h := hlt S T hS.1 hST
    rw [hD S hS.1, hD T hT.1]
    exact div_lt_div_of_pos_right (hdown hxT (hxT.trans h.le) h) ha
  · intro S hS T hT hST
    have hS0 : 0 < S := lt_of_lt_of_le (by positivity) hS
    have hT0 : 0 < T := hS0.trans hST
    have hxS : a / (2 * S) ≤ x := by
      have h := (div_le_iff₀ (by positivity)).1 (mem_Ici.1 hS)
      rw [div_le_iff₀ (by linarith)]
      linarith
    have h := hlt S T hS0 hST
    rw [hD S hS0, hD T hT0]
    exact div_lt_div_of_pos_right
      (hup ⟨by positivity, h.le.trans hxS⟩ ⟨by positivity, hxS⟩ h) ha
```

## A magnetic solution when J D(T) > 1

Compare the induced moment with the assumed one:

G(m) = 2n(Jm/2) − 2 − m.

Here G(0) = 0 and G′(0) = J D(T) − 1 > 0, so G(s) > 0 for some s between 0 and 2. Since n < 2, also G(2) < 0. A zero m therefore lies between s and 2, and particle conservation turns G(m) = 0 into

n(Jm/2) − n(−Jm/2) = m.

The theorem gives existence of a positive moment; it does not compare free energies or show that the solution is unique.

```lean
/-- Stoner criterion: if `T > 0` and `J D(T) > 1`, the self-consistency equation for the
moment `m`, with exchange fields `± J m / 2` on the two spins, has a solution `m > 0`. -/
theorem stoner_instability {a T J : ℝ} (hT : 0 < T) (hJ : 1 < J * thermalDOS a T) :
    ∃ m : ℝ, 0 < m ∧ filling a T (J * m / 2) - filling a T (-(J * m / 2)) = m := by
  have hin : HasDerivAt (fun m : ℝ => J * m / 2) (J / 2) 0 := by
    simpa using ((hasDerivAt_id' (0 : ℝ)).const_mul J).div_const 2
  have hout : HasDerivAt (filling a T) (thermalDOS a T) (J * 0 / 2) := by
    simpa using filling_hasDerivAt a hT
  have hcomp : HasDerivAt (fun m : ℝ => filling a T (J * m / 2))
      (thermalDOS a T * (J / 2)) 0 :=
    HasDerivAt.comp (h := fun m : ℝ => J * m / 2) (h₂ := filling a T) 0 hout hin
  -- G is the induced moment minus the assumed one
  let G : ℝ → ℝ := fun m => 2 * filling a T (J * m / 2) - 2 - m
  have hG : HasDerivAt G (2 * (thermalDOS a T * (J / 2)) - 1) 0 :=
    ((hcomp.const_mul 2).sub_const 2).fun_sub (hasDerivAt_id' 0)
  have hG0 : G 0 = 0 := by
    have h := filling_add_neg a T 0
    rw [neg_zero] at h
    change 2 * filling a T (J * 0 / 2) - 2 - 0 = 0
    rw [mul_zero, zero_div]
    linarith
  have hG2 : G 2 < 0 := by
    have h := filling_add_neg a T (J * 2 / 2)
    have hp : 0 < filling a T (-(J * 2 / 2)) := by
      unfold filling fermi
      positivity
    change 2 * filling a T (J * 2 / 2) - 2 - 2 < 0
    linarith
  have hfermi : Continuous (fermi T) :=
    continuous_iff_continuousAt.2 fun e => (fermi_hasDerivAt hT e).continuousAt
  have hGc : Continuous G := by
    change Continuous fun m : ℝ =>
      2 * (fermi T (a - J * m / 2) + fermi T (-a - J * m / 2)) - 2 - m
    fun_prop
  -- the slope at zero makes G positive for some small moment
  have ht : Tendsto (slope G 0) (𝓝[>] (0 : ℝ))
      (𝓝 (2 * (thermalDOS a T * (J / 2)) - 1)) :=
    (hasDerivAt_iff_tendsto_slope.1 hG).mono_left
      (nhdsWithin_mono (0 : ℝ) (fun y hy => (mem_Ioi.1 hy).ne'))
  have hpos : 0 < 2 * (thermalDOS a T * (J / 2)) - 1 := by linarith
  obtain ⟨s, hs, hsI⟩ := ((ht.eventually (lt_mem_nhds hpos)).and
    (Ioo_mem_nhdsGT (zero_lt_two' ℝ))).exists
  rw [slope_def_field, hG0, sub_zero, sub_zero] at hs
  have hGs : 0 < G s := by
    have h := mul_pos hs hsI.1
    rwa [div_mul_cancel₀ _ hsI.1.ne'] at h
  obtain ⟨m, hm, hGm⟩ := intermediate_value_Icc' hsI.2.le hGc.continuousOn
    (show (0 : ℝ) ∈ Icc _ _ from ⟨hG2.le, hGs.le⟩)
  refine ⟨m, hsI.1.trans_le hm.1, ?_⟩
  have h := filling_add_neg a T (J * m / 2)
  have hGm' : 2 * filling a T (J * m / 2) - 2 - m = 0 := hGm
  linarith
```

## The case J = 3a

For 0 < T ≤ a/6,

3a D(T) < 6aT / (4T² + a²) ≤ 1,

because 6aT ≤ a². At T = a/2,

3a D(a/2) = 3/cosh² 1 > 1,

where the proof uses cosh 1 < 1.7.

```lean
/-- For `a > 0` and Stoner parameter `J = 3a`, the product `J D(T)` is below one for all
`0 < T ≤ a/6` but exceeds one at `T = a/2`. -/
theorem smearing_destabilises {a : ℝ} (ha : 0 < a) :
    (∀ T : ℝ, 0 < T → T ≤ a / 6 → 3 * a * thermalDOS a T < 1) ∧
      1 < 3 * a * thermalDOS a (a / 2) := by
  constructor
  · intro T hT hTa
    refine (mul_lt_mul_of_pos_left (thermalDOS_lt ha hT) (by positivity)).trans_le ?_
    rw [← mul_div_assoc, div_le_one (by positivity)]
    nlinarith [mul_nonneg ha.le (sub_nonneg.2 hTa), sq_nonneg T]
  · have hc := Real.cosh_pos 1
    -- cosh² 1 < 3
    have h3 : Real.cosh 1 ^ 2 < 3 := by
      have he := Real.exp_one_lt_d9
      have he2 := Real.add_one_le_exp (1 : ℝ)
      have hm : Real.exp 1 * Real.exp (-1) = 1 := by
        rw [← Real.exp_add, add_neg_cancel, Real.exp_zero]
      have hp := Real.exp_pos (-1)
      have hi : Real.exp (-1) ≤ 1 / 2 := by nlinarith
      have hb : Real.cosh 1 < 1.7 := by
        rw [Real.cosh_eq]
        linarith
      nlinarith
    unfold thermalDOS
    rw [show 2 * (a / 2) = a by ring, div_self ha.ne']
    have h : 3 * a * (1 / (a * Real.cosh 1 ^ 2)) = 3 / Real.cosh 1 ^ 2 := by
      field_simp
    rw [h, lt_div_iff₀ (by positivity)]
    linarith
```

## What the smearing does not create

From (2T − a)² ≥ 0 we get 4aT ≤ 4T² + a², so 2a D(T) < 1. Thus J D(T) > 1 forces J > 2a. At zero temperature the fully polarized state has energy −J and the nonmagnetic state −2a, so the polarized state is lower. Smearing can remove the local stability of the nonmagnetic state, but the energetic preference for polarization over that state was already there.

```lean
/-- If `a, T > 0` and `J D(T) > 1`, the fully polarized state has lower zero-temperature
mean-field energy than the nonmagnetic state with both lower levels filled. -/
theorem polarized_below_nonmagnetic {a T J : ℝ} (ha : 0 < a) (hT : 0 < T)
    (hJ : 1 < J * thermalDOS a T) :
    stonerEnergy a J 1 1 0 0 < stonerEnergy a J 1 0 1 0 := by
  have hD : 0 ≤ thermalDOS a T := by
    unfold thermalDOS
    positivity
  -- the density of states never reaches 1 / (2a)
  have h2 : 2 * a * thermalDOS a T < 1 := by
    refine (mul_lt_mul_of_pos_left (thermalDOS_lt ha hT) (by positivity)).trans_le ?_
    rw [← mul_div_assoc, div_le_one (by positivity)]
    nlinarith [sq_nonneg (2 * T - a)]
  have hJa : 2 * a < J := by
    by_contra h
    have h' := mul_le_mul_of_nonneg_right (not_lt.1 h) hD
    linarith
  unfold stonerEnergy
  linarith

end

end SmearingStoner
```

```lean
#print axioms SmearingStoner.thermalDOS_single_maximum
-- 'SmearingStoner.thermalDOS_single_maximum' depends on axioms: [propext, Classical.choice, Quot.sound]
#print axioms SmearingStoner.stoner_instability
-- 'SmearingStoner.stoner_instability' depends on axioms: [propext, Classical.choice, Quot.sound]
#print axioms SmearingStoner.smearing_destabilises
-- 'SmearingStoner.smearing_destabilises' depends on axioms: [propext, Classical.choice, Quot.sound]
#print axioms SmearingStoner.polarized_below_nonmagnetic
-- 'SmearingStoner.polarized_below_nonmagnetic' depends on axioms: [propext, Classical.choice, Quot.sound]
```
